# The characteristic polynomial of a circulant Hamiltonian

A tight-binding Hamiltonian on a ring of \(N\) sites, with one orbital per site and the orbitals orthonormal, is an \(N\times N\) matrix. Without further structure its determinant is a sum of \(N!\) terms, and the question whether \(H\) or \(z-H\) can be inverted has to be settled afresh for every \(N\). When all sites have the same on-site energy and the hopping depends only on the displacement around the ring, plane waves are eigenvectors, but checking this does not by itself give the determinant. A list of eigenvalues fixes the characteristic polynomial only when the multiplicities are known, and these matter as soon as two momenta share an energy. Nor can a basis of eigenvectors be taken for granted when \(H\) is not Hermitian: the matrix \(\begin{pmatrix}0&1\\0&0\end{pmatrix}\) has only one independent eigenvector. What closes the gap is the completeness of the plane waves on the ring.

Bloch's theorem for a crystal also covers continuous periodic potentials and several orbitals per cell, with a cell-periodic factor in each eigenfunction; here there is one orbital per cell in one dimension, so the amplitudes of a Bloch wave on the sites form a bare plane wave and there is one band.

## The claim

Let \(N\ge 1\), let sites \(x,y\) and momenta \(k\) be integers modulo \(N\), and write \(\omega(m)=e^{2\pi i m/N}\). For any function \(h\) from the sites to \(\mathbb{C}\), put
\[
H(x,y)=h(x-y),\qquad \hat h(k)=\sum_r h(r)\,\omega(-kr).
\]
Then
\[
\det(X-H)=\prod_k\bigl(X-\hat h(k)\bigr),\qquad \det H=\prod_k \hat h(k),
\]
and \(H\) is invertible exactly when no \(\hat h(k)\) vanishes. In the one-dimensional tight-binding model with one orbital per site, orthonormal orbitals and Born–von Karman boundary conditions, this says that the band values at the \(N\) allowed momenta are the whole spectrum, counted with multiplicity.

## Derivation by hand

**Step 1.** The phase \(\omega(m)\) depends only on \(m\) modulo \(N\), satisfies \(\omega(a+b)=\omega(a)\omega(b)\), and equals \(1\) only for \(m\equiv 0\).

**Step 2.** Let \(S(b)=\sum_k\omega(kb)\). For \(b=0\) every term is \(1\) and \(S=N\). For \(b\neq0\), the shift \(k\to k+1\) permutes the terms, so
\[
\omega(b)\,S(b)=\sum_k\omega\bigl((k+1)b\bigr)=S(b).
\]
Thus \((\omega(b)-1)S(b)=0\), and \(\omega(b)\neq1\) gives \(S(b)=0\). Altogether \(S(b)=N\delta_{b,0}\).

**Step 3.** Let \(\psi_k(x)=\omega(kx)\). With \(r=x-y\), which runs over all residues as \(y\) does, \(ky=-kr+kx\), and
\[
(H\psi_k)(x)=\sum_y h(x-y)\,\omega(ky)=\sum_r h(r)\,\omega(-kr)\,\omega(kx)=\hat h(k)\,\psi_k(x).
\]

**Step 4.** Define \(F(x,k)=\omega(kx)\) and \(G(k,x)=N^{-1}\omega(-kx)\). By Steps 1 and 2,
\[
(FG)(x,y)=\frac1N\sum_k\omega\bigl(k(x-y)\bigr)=\delta_{x,y}.
\]
A right inverse of a square matrix is also a left inverse, so \(GF=1\) as well.

**Step 5.** Step 3, read column by column, is \(HF=FD\) with \(D=\operatorname{diag}(\hat h)\). Multiplying from the right by \(G\) gives \(H=FDG\). Since \(z\cdot 1=F(z\cdot 1)G\), also \(z-H=F(z-D)G\) for every complex \(z\).

**Step 6.** From \(FG=1\) follows \(\det F\det G=1\). Therefore
\[
\det(z-H)=\det F\,\prod_k\bigl(z-\hat h(k)\bigr)\,\det G=\prod_k\bigl(z-\hat h(k)\bigr).
\]
Two complex polynomials that agree at every \(z\) are equal, which is the first claim. The same computation on \(H=FDG\) gives \(\det H=\prod_k\hat h(k)\). A matrix is invertible exactly when its determinant is nonzero, and a product is nonzero exactly when every factor is.

**Step 7.** If \(z\neq\hat h(k)\) for all \(k\), the matrix
\[
\mathcal G_z(x,y)=\frac1N\sum_k\frac{\omega\bigl(k(x-y)\bigr)}{z-\hat h(k)}
\]
equals \(F(z-D)^{-1}G\), and \((z-H)\,\mathcal G_z=F(z-D)(GF)(z-D)^{-1}G=FG=1\).

**Step 8.** For hopping \(-t\) to each neighbour only \(r=\pm1\) contribute, and \(\hat h(k)=-t\,\omega(-k)-t\,\omega(k)=-2t\cos(2\pi k/N)\).

Translation invariance around the closed ring is what Step 3 uses, and it cannot be dropped. For three sites with hopping \(-t\) the ring has eigenvalues \(-2t,\,t,\,t\) and determinant \(-2t^3\), while the open chain, which lacks one bond, has eigenvalues \(0,\pm\sqrt2\,t\) and determinant \(0\).

## The model in Lean

Sites, displacements and momenta all have the type `ZMod N`, so periodicity is built into subtraction and multiplication. The assumption `NeZero N` says \(N\ge1\). It excludes `ZMod 0`, which is the set of all integers, so the infinite chain is not covered.

```lean
import Mathlib

open scoped Matrix
open Polynomial (X C)

namespace CirculantHamiltonian

noncomputable section

variable {N : ℕ} [NeZero N]
```

The phase \(\omega(m)\) is written with the representative `m.val` in \(\{0,\dots,N-1\}\). The lattice constant is \(1\), and the label \(k\) stands for the crystal momentum \(2\pi k/N\).

```lean
/-- The lattice phase factor `exp(2πi m / N)` on a ring of `N` sites. -/
def phase (m : ZMod N) : ℂ :=
  Complex.exp (2 * Real.pi * Complex.I * (m.val : ℂ) / (N : ℂ))
```

The entry \(H(x,y)\) is the amplitude for a hop from \(y\) to \(x\), so the argument of `h` is the displacement \(r=x-y\), and `h 0` is the on-site energy. The function `h` is arbitrary: hops of any range occur, and no relation between \(h(r)\) and \(h(-r)\) is assumed. The transform `band` carries the minus sign in the exponent and no factor \(1/N\), the convention under which it is the eigenvalue of the wave \(e^{+2\pi ikx/N}\). Its values are complex numbers.

```lean
/-- The circulant Hamiltonian `H(x,y) = h(x - y)` with complex hopping amplitudes `h`. -/
def hamiltonian (h : ZMod N → ℂ) : Matrix (ZMod N) (ZMod N) ℂ :=
  Matrix.of fun x y => h (x - y)

/-- The discrete Fourier transform `ĥ(k) = ∑ᵣ h(r) exp(-2πi k r / N)` of the hopping. -/
def band (h : ZMod N → ℂ) (k : ZMod N) : ℂ :=
  ∑ r, h r * phase (-(k * r))
```

The Bloch waves are not normalised. Hence `synthesis` is \(F\) without a prefactor, and the whole factor \(1/N\) sits in `analysis`, which is \(G\).

```lean
/-- The Bloch wave `x ↦ exp(2πi k x / N)` of crystal momentum `k`. -/
def blochWave (k : ZMod N) : ZMod N → ℂ :=
  fun x => phase (k * x)

/-- The matrix `F` whose column `k` is the Bloch wave of momentum `k`. -/
def synthesis (N : ℕ) : Matrix (ZMod N) (ZMod N) ℂ :=
  Matrix.of fun x k => blochWave k x

/-- The Fourier analysis matrix `G(k,x) = exp(-2πi k x / N) / N`. -/
def analysis (N : ℕ) : Matrix (ZMod N) (ZMod N) ℂ :=
  Matrix.of fun k x => (N : ℂ)⁻¹ * phase (-(k * x))
```

The matrix `green h z` is \(\mathcal G_z\). It is defined for every `z`, because Lean sets division by zero to zero and so drops the singular term at \(z=\hat h(k)\); its meaning as a resolvent comes from the theorem below, which excludes those values.

```lean
/-- The lattice Green's function `(1/N) ∑ₖ exp(2πi k (x - y) / N) / (z - ĥ(k))`. -/
def green (h : ZMod N → ℂ) (z : ℂ) : Matrix (ZMod N) (ZMod N) ℂ :=
  Matrix.of fun x y => (N : ℂ)⁻¹ * ∑ k, phase (k * (x - y)) / (z - band h k)
```

The hopping `ringHop` is the one-parameter nearest-neighbour model with real \(t\) and zero on-site energy. The two steps are added, so the formulas hold for small rings as well: for \(N=2\) the steps \(+1\) and \(-1\) coincide and the single bond has amplitude \(-2t\), and for \(N=1\) both are the step \(0\) and give an on-site term \(-2t\). A two-site molecule whose one bond has amplitude \(-t\) is therefore described by `ringHop 2 (t/2)`, and its energies are \(\pm t\), not \(\pm2t\).

```lean
/-- Nearest-neighbour hopping on the ring: amplitude `-t` for each of the steps `+1` and `-1`. -/
def ringHop (N : ℕ) (t : ℝ) : ZMod N → ℂ :=
  fun r => (if r = 1 then -(t : ℂ) else 0) + (if r = -1 then -(t : ℂ) else 0)
```

## Phases and the lattice sum

Step 1 is obtained by identifying `phase` with Mathlib's character `ZMod.stdAddChar`. The product rule, which for representatives would require tracking the wrap-around at \(N\), is then the general rule `AddChar.map_add_eq_mul` for additive characters.

```lean
/-- The lattice phase factor is the standard additive character of `ZMod N`. -/
theorem phase_eq (m : ZMod N) : phase m = ZMod.stdAddChar m := by
  rw [ZMod.stdAddChar_apply, ZMod.toCircle_apply, phase]

/-- Phases multiply when their arguments add modulo `N`. -/
theorem phase_add (a b : ZMod N) : phase (a + b) = phase a * phase b := by
  simp only [phase_eq, AddChar.map_add_eq_mul]
```

The lemma `sum_phase` is Step 2. In the case \(b\neq0\), `h1` shows \(\omega(b)\neq1\) from the injectivity of the character: \(\omega(b)=1=\omega(0)\) would force \(b=0\). The shift \(k\to k+1\) is the bijection `Equiv.addRight (1 : ZMod N)`, and `Fintype.sum_equiv` reindexes the sum along it, term by term through \(b+kb=(k+1)b\). Then `h3` is \((\omega(b)-1)S(b)=0\), and the first factor is discarded.

```lean
/-- The lattice sum `∑ₖ exp(2πi k b / N)` is `N` for `b = 0` and zero otherwise. -/
theorem sum_phase (b : ZMod N) :
    ∑ k : ZMod N, phase (k * b) = if b = 0 then (N : ℂ) else 0 := by
  split_ifs with hb
  · subst hb
    simp [phase, ZMod.card]
  · have h1 : phase b ≠ 1 := by
      intro h
      apply hb
      apply ZMod.injective_stdAddChar
      rw [← phase_eq, h, AddChar.map_zero_eq_one]
    -- shifting `k → k + 1` multiplies the sum by `phase b ≠ 1`
    have h2 : ∑ k : ZMod N, phase b * phase (k * b) = ∑ k : ZMod N, phase (k * b) := by
      refine Fintype.sum_equiv (Equiv.addRight (1 : ZMod N)) _ _ fun k => ?_
      have e : b + k * b = (Equiv.addRight (1 : ZMod N)) k * b := by
        simp only [Equiv.coe_addRight]
        ring
      exact (phase_add b (k * b)).symm.trans (congrArg phase e)
    rw [← Finset.mul_sum] at h2
    have h3 : (phase b - 1) * ∑ k : ZMod N, phase (k * b) = 0 := by
      linear_combination h2
    exact (mul_eq_zero.mp h3).resolve_left (sub_ne_zero.mpr h1)
```

## Diagonalisation

Step 3 reads: applying `hamiltonian h` to `blochWave k` gives the same vector scaled by `band h k`. After evaluation at a site `x`, the substitution \(r=x-y\) is the bijection `Equiv.subLeft x`, and the terms match by `phase_add` and the identity \(-k(x-y)+kx=ky\).

```lean
/-- The circulant Hamiltonian multiplies the Bloch wave of momentum `k` by `ĥ(k)`. -/
theorem hamiltonian_mulVec_blochWave (h : ZMod N → ℂ) (k : ZMod N) :
    hamiltonian h *ᵥ blochWave k = band h k • blochWave k := by
  funext x
  show ∑ y, h (x - y) * phase (k * y) = (∑ r, h r * phase (-(k * r))) * phase (k * x)
  rw [Finset.sum_mul]
  -- substitute `r = x - y`
  refine Fintype.sum_equiv (Equiv.subLeft x) _ _ fun y => ?_
  show h (x - y) * phase (k * y) = h (x - y) * phase (-(k * (x - y))) * phase (k * x)
  rw [mul_assoc, ← phase_add, show -(k * (x - y)) + k * x = k * y by ring]
```

Step 4 follows the hand computation. The local statement `key` combines the two phases of each term into \(N^{-1}\omega(k(x-y))\), `sum_phase` evaluates the sum, and the cases \(x=y\) and \(x\neq y\) give \(1\) and \(0\). The second identity \(GF=1\) comes from `mul_eq_one_comm`, which holds here because the matrices are square and finite. The identity \(FG=1\) is the completeness of the Bloch waves and \(GF=1\) is their orthogonality.

```lean
/-- Fourier synthesis and analysis are inverse to each other: `F G = 1` and `G F = 1`. -/
theorem synthesis_analysis :
    synthesis N * analysis N = 1 ∧ analysis N * synthesis N = 1 := by
  have hN : (N : ℂ) ≠ 0 := Nat.cast_ne_zero.mpr (NeZero.ne N)
  have hFG : synthesis N * analysis N = 1 := by
    ext x y
    have key : ∀ k : ZMod N,
        synthesis N x k * analysis N k y = (N : ℂ)⁻¹ * phase (k * (x - y)) := by
      intro k
      show phase (k * x) * ((N : ℂ)⁻¹ * phase (-(k * y))) = _
      rw [show k * (x - y) = k * x + -(k * y) by ring, phase_add]
      ring
    rw [Matrix.mul_apply]
    simp only [key]
    rw [← Finset.mul_sum, sum_phase, Matrix.one_apply]
    by_cases hxy : x = y
    · rw [if_pos (sub_eq_zero.mpr hxy), if_pos hxy, inv_mul_cancel₀ hN]
    · rw [if_neg (sub_ne_zero.mpr hxy), if_neg hxy, mul_zero]
  exact ⟨hFG, mul_eq_one_comm.mp hFG⟩
```

The two halves of Step 5 are separate lemmas. In `hamiltonian_eq`, `hHF` is \(HF=FD\), whose entry \((x,k)\) is the eigenvalue equation for momentum \(k\) at site \(x\); rewriting \(FDG\) as \(H(FG)\) finishes the proof. In `shifted_eq`, `hd` splits \(\operatorname{diag}(z-\hat h)\) into \(z\cdot1-D\), and distributing \(F\) and \(G\) over the difference leaves \(z\,FG-FDG=z-H\).

```lean
/-- The circulant Hamiltonian factorises as `H = F diag(ĥ) G`. -/
theorem hamiltonian_eq (h : ZMod N → ℂ) :
    hamiltonian h = synthesis N * Matrix.diagonal (band h) * analysis N := by
  -- the eigenvalue equations, column by column
  have hHF : hamiltonian h * synthesis N = synthesis N * Matrix.diagonal (band h) := by
    ext x k
    have e : ∑ y, hamiltonian h x y * synthesis N y k = band h k * synthesis N x k :=
      congrFun (hamiltonian_mulVec_blochWave h k) x
    rw [Matrix.mul_diagonal, Matrix.mul_apply, e, mul_comm]
  rw [← hHF, Matrix.mul_assoc, synthesis_analysis.1, Matrix.mul_one]

/-- For every complex energy `z`, `z - H = F diag(z - ĥ) G`. -/
theorem shifted_eq (h : ZMod N → ℂ) (z : ℂ) :
    z • (1 : Matrix (ZMod N) (ZMod N) ℂ) - hamiltonian h
      = synthesis N * Matrix.diagonal (fun k => z - band h k) * analysis N := by
  have hd : Matrix.diagonal (fun k => z - band h k)
      = z • (1 : Matrix (ZMod N) (ZMod N) ℂ) - Matrix.diagonal (band h) := by
    ext i j
    by_cases hij : i = j <;> simp [hij]
  rw [hd, Matrix.mul_sub, Matrix.sub_mul, Matrix.mul_smul, Matrix.mul_one, Matrix.smul_mul,
    synthesis_analysis.1, ← hamiltonian_eq]
```

## The main theorems

The theorem `charpoly_hamiltonian` states that for every \(N\ge1\) and every `h`, the characteristic polynomial of \(H\) equals the product over all \(N\) momenta of \(X-\hat h(k)\). Mathlib's `charpoly` is \(\det(X\cdot1-H)\), monic of degree \(N\); `X` is the formal variable and `C` turns a number into a constant polynomial. The equality is one of polynomials, so a value taken by \(\hat h\) at \(m\) momenta appears as an \(m\)-fold factor.

The proof is Step 6. The step `Polynomial.funext` reduces the equality to values at each `z`, which is legitimate because \(\mathbb{C}\) is an infinite field. Then `Matrix.eval_charpoly` turns the left side into \(\det(z-H)\), `shifted_eq` factorises the matrix, and `Matrix.det_mul` with `Matrix.det_diagonal` produces \(\det F\cdot P\cdot\det G\) with \(P=\prod_k(z-\hat h(k))\). The closing `linear_combination` multiplies `hdet`, the equation \(\det F\det G=1\), by \(P\).

```lean
/-- The characteristic polynomial of a complex circulant Hamiltonian is `∏ₖ (X - ĥ(k))`. -/
theorem charpoly_hamiltonian (h : ZMod N → ℂ) :
    (hamiltonian h).charpoly = ∏ k, (X - C (band h k)) := by
  have hdet : (synthesis N).det * (analysis N).det = 1 := by
    rw [← Matrix.det_mul, synthesis_analysis.1, Matrix.det_one]
  -- two complex polynomials agree if they agree at every energy `z`
  apply Polynomial.funext
  intro z
  have hs : Matrix.scalar (ZMod N) z = z • (1 : Matrix (ZMod N) (ZMod N) ℂ) := by
    ext i j
    by_cases hij : i = j <;>
      simp [Matrix.scalar_apply, hij]
  rw [Matrix.eval_charpoly, hs, shifted_eq, Matrix.det_mul, Matrix.det_mul,
    Matrix.det_diagonal, Polynomial.eval_prod]
  simp only [Polynomial.eval_sub, Polynomial.eval_X, Polynomial.eval_C]
  linear_combination (∏ k, (z - band h k)) * hdet
```

The determinant formula is proved directly from `hamiltonian_eq` by the same chain, without passing through the polynomial.

```lean
/-- The determinant of a complex circulant Hamiltonian is `∏ₖ ĥ(k)`. -/
theorem det_hamiltonian (h : ZMod N → ℂ) :
    (hamiltonian h).det = ∏ k, band h k := by
  have hdet : (synthesis N).det * (analysis N).det = 1 := by
    rw [← Matrix.det_mul, synthesis_analysis.1, Matrix.det_one]
  rw [hamiltonian_eq, Matrix.det_mul, Matrix.det_mul, Matrix.det_diagonal]
  linear_combination (∏ k, band h k) * hdet
```

`IsUnit` for a matrix means that it has a two-sided inverse. The theorem is an equivalence: \(H\) is invertible if all \(\hat h(k)\) are nonzero, and only then. In physical terms, \(H\) has no zero mode exactly when the band avoids zero at all allowed momenta. The rewrites pass from the matrix to its determinant, from there to the product, and through `Finset.prod_ne_zero_iff` to the single factors.

```lean
/-- A circulant Hamiltonian is invertible exactly when no `ĥ(k)` vanishes. -/
theorem isUnit_hamiltonian_iff (h : ZMod N → ℂ) :
    IsUnit (hamiltonian h) ↔ ∀ k, band h k ≠ 0 := by
  rw [Matrix.isUnit_iff_isUnit_det, isUnit_iff_ne_zero, det_hamiltonian,
    Finset.prod_ne_zero_iff]
  exact ⟨fun H k => H k (Finset.mem_univ k), fun H k _ => H k⟩
```

## The resolvent and the nearest-neighbour ring

The theorem `green_inverse` states that \(\mathcal G_z\) is both a right and a left inverse of \(z-H\), under the hypothesis `hz` that \(z\) differs from every \(\hat h(k)\). The energy \(z\) may be real or complex. The hypothesis is needed: if \(z=\hat h(k_0)\), then \(z-H\) annihilates the nonzero vector \(\psi_{k_0}\) and has no inverse at all.

The proof is Step 7. The statement `hg` checks entry by entry that `green h z` is \(F\operatorname{diag}\bigl((z-\hat h)^{-1}\bigr)G\), and `hd` multiplies the two diagonal matrices to \(1\), the only place where `hz` enters. The helper `assoc` regroups the six factors so that \(GF\) stands in the middle, where it is replaced by \(1\). The left inverse again follows from `mul_eq_one_comm`.

```lean
/-- If `z` differs from every `ĥ(k)`, the lattice Green's function is a two-sided inverse
of `z - H`. -/
theorem green_inverse (h : ZMod N → ℂ) (z : ℂ) (hz : ∀ k, z ≠ band h k) :
    (z • (1 : Matrix (ZMod N) (ZMod N) ℂ) - hamiltonian h) * green h z = 1 ∧
      green h z * (z • (1 : Matrix (ZMod N) (ZMod N) ℂ) - hamiltonian h) = 1 := by
  -- the Green's function is diagonal in the Bloch basis
  have hg : green h z
      = synthesis N * Matrix.diagonal (fun k => (z - band h k)⁻¹) * analysis N := by
    ext x y
    rw [Matrix.mul_apply]
    show (N : ℂ)⁻¹ * ∑ k, phase (k * (x - y)) / (z - band h k) = _
    rw [Finset.mul_sum]
    refine Finset.sum_congr rfl fun k _ => ?_
    rw [Matrix.mul_diagonal]
    show _ = phase (k * x) * (z - band h k)⁻¹ * ((N : ℂ)⁻¹ * phase (-(k * y)))
    rw [show k * (x - y) = k * x + -(k * y) by ring, phase_add, div_eq_mul_inv]
    ring
  have hd : Matrix.diagonal (fun k => z - band h k)
      * Matrix.diagonal (fun k => (z - band h k)⁻¹) = 1 := by
    rw [Matrix.diagonal_mul_diagonal, ← Matrix.diagonal_one]
    exact congrArg Matrix.diagonal
      (funext fun k => mul_inv_cancel₀ (sub_ne_zero.mpr (hz k)))
  have assoc : ∀ A B P Q : Matrix (ZMod N) (ZMod N) ℂ,
      P * A * Q * (P * B * Q) = P * (A * (Q * P) * B) * Q := by
    intro A B P Q
    simp only [Matrix.mul_assoc]
  have hr : (z • (1 : Matrix (ZMod N) (ZMod N) ℂ) - hamiltonian h) * green h z = 1 := by
    rw [shifted_eq, hg, assoc, synthesis_analysis.2, Matrix.mul_one, hd, Matrix.mul_one,
      synthesis_analysis.1]
  exact ⟨hr, mul_eq_one_comm.mp hr⟩
```

The last theorem has two parts, both for every \(N\ge1\) and real \(t\): the band of `ringHop N t` is \(-2t\cos(2\pi k/N)\), and the characteristic polynomial is the product of \(X+2t\cos(2\pi k/N)\) over \(k\). In `h1` the Fourier sum collapses to the two neighbours. With \(\theta=2\pi k/N\), `hp` writes \(\omega(k)=e^{i\theta}\). The factor \(\omega(-k)\) needs one more step, since for \(k\neq0\) the representative of \(-k\) is \(N-k\) and the defining exponent is not literally \(-i\theta\). The proof shows that \(\omega(-k)\) and \(e^{-i\theta}\) both give \(1\) when multiplied by \(e^{i\theta}\) (`hone` and `he`) and cancels that nonzero factor in `hm`. The identity `Complex.two_cos` supplies \(2\cos\theta=e^{i\theta}+e^{-i\theta}\), and the second part is `charpoly_hamiltonian` with the band inserted.

Three familiar facts are not among the theorems and are mentioned without formal proof: \(F/\sqrt N\) is unitary; \(\hat h\) is real when \(h(-r)=\overline{h(r)}\); and for \(t\neq0\) the nearest-neighbour ring has a zero mode exactly when \(4\) divides \(N\), since the cosine vanishes only at \(k/N=1/4\) or \(3/4\). Higher-dimensional lattices, several orbitals per cell and the limit \(N\to\infty\) lie beyond the model as defined.

```lean
/-- For the nearest-neighbour ring `ĥ(k) = -2t cos(2πk/N)`, and the characteristic polynomial
is `∏ₖ (X - (-2t cos(2πk/N)))`. -/
theorem ring_band_charpoly (t : ℝ) :
    (∀ k : ZMod N, band (ringHop N t) k
      = -2 * (t : ℂ) * ((Real.cos (2 * Real.pi * (k.val : ℝ) / (N : ℝ)) : ℝ) : ℂ)) ∧
    (hamiltonian (ringHop N t)).charpoly = ∏ k : ZMod N,
      (X - C (-2 * (t : ℂ) * ((Real.cos (2 * Real.pi * (k.val : ℝ) / (N : ℝ)) : ℝ) : ℂ))) := by
  have hb : ∀ k : ZMod N, band (ringHop N t) k
      = -2 * (t : ℂ) * ((Real.cos (2 * Real.pi * (k.val : ℝ) / (N : ℝ)) : ℝ) : ℂ) := by
    intro k
    -- only the two neighbours contribute to the Fourier sum
    have h1 : band (ringHop N t) k = -(t : ℂ) * phase (-k) + -(t : ℂ) * phase k := by
      simp only [band, ringHop, add_mul, Finset.sum_add_distrib, ite_mul, zero_mul,
        Finset.sum_ite_eq', Finset.mem_univ, if_true, mul_one, mul_neg, neg_neg]
    obtain ⟨θ, hθ⟩ : ∃ θ : ℂ, θ = ((2 * Real.pi * (k.val : ℝ) / (N : ℝ) : ℝ) : ℂ) := ⟨_, rfl⟩
    have hp : phase k = Complex.exp (θ * Complex.I) := by
      rw [hθ]
      unfold phase
      congr 1
      push_cast
      ring
    have hone : phase (-k) * phase k = 1 := by
      rw [← phase_add, neg_add_cancel]
      simp [phase]
    have he : Complex.exp (-θ * Complex.I) * Complex.exp (θ * Complex.I) = 1 := by
      rw [← Complex.exp_add, show -θ * Complex.I + θ * Complex.I = 0 by ring, Complex.exp_zero]
    have hm : phase (-k) = Complex.exp (-θ * Complex.I) := by
      apply mul_right_cancel₀ (Complex.exp_ne_zero (θ * Complex.I))
      rw [hp] at hone
      rw [hone, he]
    rw [h1, hm, hp, Complex.ofReal_cos, ← hθ]
    linear_combination (t : ℂ) * Complex.two_cos θ
  refine ⟨hb, ?_⟩
  rw [charpoly_hamiltonian]
  simp only [hb]

end

end CirculantHamiltonian
```

```lean
#print axioms CirculantHamiltonian.charpoly_hamiltonian
#print axioms CirculantHamiltonian.isUnit_hamiltonian_iff
#print axioms CirculantHamiltonian.green_inverse
#print axioms CirculantHamiltonian.ring_band_charpoly
```

```
'CirculantHamiltonian.charpoly_hamiltonian' depends on axioms: [propext, Classical.choice, Quot.sound]
'CirculantHamiltonian.isUnit_hamiltonian_iff' depends on axioms: [propext, Classical.choice, Quot.sound]
'CirculantHamiltonian.green_inverse' depends on axioms: [propext, Classical.choice, Quot.sound]
'CirculantHamiltonian.ring_band_charpoly' depends on axioms: [propext, Classical.choice, Quot.sound]
```
